# Keeping every n-th level of a free planar rotor divides its partition function by n, with an exponentially small error at high temperature

## Dividing a methyl rotor's partition function by three

When I treat a methyl group as a free internal rotor in a thermochemistry calculation, I take the partition function over all angular momentum quantum numbers $m$ and divide it by the symmetry number, 3. Quantum mechanically, though, nothing gets divided. Symmetry selects levels, and for the simplest symmetry species only $m = 0, \pm 3, \pm 6, \dots$ remain.

The usual argument is that at high temperature the sum becomes an integral, and a grid three times coarser gives a third of the value. I believe that, but it doesn't tell me how large the error is at a given temperature. Is there an explicit bound, for any $n$-fold rotor, with a rigorous proof that a computer has checked?

## The error is governed by $\exp(-\pi^2/(n^2x))$

Yes, for a free rotor restricted to the multiples of $n$. Let the levels be $Bm^2$ with $B = \hbar^2/2I$, where $I$ is the moment of inertia (the reduced one for an internal rotor), and let $x = B/k_BT > 0$. For an integer $n \ge 1$ define

$$Z(x) = \sum_{m\in\mathbb Z} e^{-xm^2}, \qquad Z_n(x) = \sum_{m\in\mathbb Z} e^{-x(nm)^2}, \qquad r = e^{-\pi^2/(n^2x)}.$$

Then

$$0 \le \frac{n Z_n(x)}{Z(x)} - 1 \le \frac{2r}{1-r}.$$

Since $1/x$ is proportional to $T$, the error falls exponentially with temperature. The derivation has three steps.

**Poisson summation.** For $f(t) = e^{-xt^2}$, completing the square gives the Fourier transform

$$\int_{-\infty}^{\infty} e^{-xt^2}e^{-2\pi i jt}\,dt = \sqrt{\frac{\pi}{x}}\;e^{-\pi^2j^2/x}.$$

Poisson's formula equates the sum of $f$ over the integers with the sum of its transform over the integers, so

$$Z(x) = \sqrt{\frac{\pi}{x}}\;Z\!\left(\frac{\pi^2}{x}\right).$$

The prefactor is the classical partition function, and the dual sum $Z(\pi^2/x)$ holds all the quantum corrections.

**The ratio.** Because $(nm)^2 = n^2m^2$, the restricted sum is the full sum at another parameter: $Z_n(x) = Z(n^2x)$. Write $c = \pi^2/(n^2x)$ and $d = \pi^2/x$, so that $c \le d$ and $r = e^{-c}$. Applying the duality to numerator and denominator gives

$$\frac{nZ_n(x)}{Z(x)} = \frac{n\sqrt{\pi/(n^2x)}\;Z(c)}{\sqrt{\pi/x}\;Z(d)} = \frac{Z(c)}{Z(d)}.$$

The factor $n$ cancels exactly against the square roots. This is where the symmetry number comes from.

**The bounds.** Each term of $Z(c)$ is at least the matching term of $Z(d)$, so the ratio is at least 1. For the upper bound, the $j=0$ term alone gives $Z(d) \ge 1$, hence $Z(c)/Z(d) \le Z(c)$. Since $j^2 \ge |j|$ for every integer $j$,

$$Z(c) = \sum_{j\in\mathbb Z} e^{-cj^2} \le \sum_{j\in\mathbb Z} r^{|j|} = \frac{1}{1-r} + \frac{r}{1-r} = 1 + \frac{2r}{1-r}.$$

**A bound from below.** The excess can also be shown to be no smaller than a similar expression. Let $r' = e^{-d}$. The terms $j = \pm1$ alone give $Z(c) - Z(d) \ge 2(r-r')$, and $Z(d) \le Z(c) \le (1+r)/(1-r)$. Therefore

$$\frac{nZ_n(x)}{Z(x)} - 1 = \frac{Z(c)-Z(d)}{Z(d)} \ge \frac{2(r-r')(1-r)}{1+r}.$$

For $n=1$ we have $r=r'$ and this bound is zero, as it should be, since then $Z_1 = Z$. For $n\ge2$, $r' = r^{n^2}$ is much smaller than $r$ when $r$ is small, and both bounds behave as $2r$. The true error is therefore of that size.

Here is the Lean file that proves both estimates.

```lean
import Mathlib

open scoped Real

namespace PlanarRotorSymmetryNumber

noncomputable section

/-- Partition function of a free planar rotor: the sum of `exp (-x m²)` over all integers `m`,
where `x > 0` is the rotational constant divided by the thermal energy. -/
def rotorZ (x : ℝ) : ℝ := ∑' m : ℤ, Real.exp (-x * (m : ℝ) ^ 2)

/-- Partition function restricted to the levels that are multiples of `n`, for `x > 0`
and `n ≥ 1`. -/
def symZ (x : ℝ) (n : ℕ) : ℝ := ∑' m : ℤ, Real.exp (-x * ((n : ℝ) * m) ^ 2)

/-- The small parameter `r = exp (-π² / (n² x))`, for `x > 0` and `n ≥ 1`. -/
def smallness (x : ℝ) (n : ℕ) : ℝ := Real.exp (-π ^ 2 / ((n : ℝ) ^ 2 * x))

/-- The two-sided geometric series with ratio `0 ≤ r < 1` sums to `1 + 2r/(1-r)`. -/
theorem hasSum_two_sided {r : ℝ} (h0 : 0 ≤ r) (h1 : r < 1) :
    HasSum (fun j : ℤ => r ^ j.natAbs) (1 + 2 * r / (1 - r)) := by
  have hg := hasSum_geometric_of_lt_one h0 h1
  have hp : HasSum (fun n : ℕ => r ^ ((n : ℤ)).natAbs) (1 - r)⁻¹ := by simpa using hg
  have hm : HasSum (fun n : ℕ => r ^ (-((n : ℤ) + 1)).natAbs) ((1 - r)⁻¹ * r) := by
    have e : ∀ n : ℕ, (-((n : ℤ) + 1)).natAbs = n + 1 := fun n => by omega
    simp only [e, pow_succ]
    exact hg.mul_right r
  have e : (1 - r)⁻¹ * (1 - r) = 1 := inv_mul_cancel₀ (by linarith)
  have hv : 1 + 2 * r / (1 - r) = (1 - r)⁻¹ + (1 - r)⁻¹ * r := by
    linear_combination -e
  rw [hv]
  exact HasSum.of_nat_of_neg_add_one (f := fun j : ℤ => r ^ j.natAbs) hp hm

/-- For `c > 0` the rotor sum converges, and it lies between `1` and `1 + 2r/(1-r)` with
`r = exp (-c)`. -/
theorem rotorZ_bounds {c : ℝ} (hc : 0 < c) :
    Summable (fun m : ℤ => Real.exp (-c * (m : ℝ) ^ 2)) ∧ 1 ≤ rotorZ c ∧
      rotorZ c ≤ 1 + 2 * Real.exp (-c) / (1 - Real.exp (-c)) := by
  have hg := hasSum_two_sided (Real.exp_pos (-c)).le (Real.exp_lt_one_iff.2 (by linarith))
  -- each Gaussian weight is at most the matching geometric one, because |j| ≤ j²
  have hle : ∀ j : ℤ, Real.exp (-c * (j : ℝ) ^ 2) ≤ Real.exp (-c) ^ j.natAbs := by
    intro j
    rw [← Real.exp_nat_mul]
    apply Real.exp_le_exp.2
    have h1 : (j.natAbs : ℝ) ^ 2 = (j : ℝ) ^ 2 := by
      rw [Nat.cast_natAbs, Int.cast_abs, sq_abs]
    have h2 : (j.natAbs : ℝ) ≤ (j.natAbs : ℝ) ^ 2 := by
      exact_mod_cast Nat.le_self_pow two_ne_zero j.natAbs
    rw [← h1]
    nlinarith [mul_le_mul_of_nonneg_left h2 hc.le]
  have hs := Summable.of_nonneg_of_le (fun j => (Real.exp_pos _).le) hle hg.summable
  refine ⟨hs, ?_, hasSum_le hle hs.hasSum hg⟩
  have h := hs.le_tsum 0 (fun j _ => (Real.exp_pos _).le)
  simpa [rotorZ] using h

/-- Raising the parameter from `c > 0` to `d ≥ c` lowers the rotor sum at least by the loss
in the two levels `m = 1` and `m = -1`. -/
theorem rotorZ_drop {c d : ℝ} (hc : 0 < c) (hcd : c ≤ d) :
    rotorZ d + 2 * (Real.exp (-c) - Real.exp (-d)) ≤ rotorZ c := by
  have hC := (rotorZ_bounds hc).1.hasSum
  have hD := (rotorZ_bounds (hc.trans_le hcd)).1.hasSum
  have h := hasSum_le (fun j => ?_)
    ((hD.add (hasSum_ite_eq (1 : ℤ) (Real.exp (-c) - Real.exp (-d)))).add
      (hasSum_ite_eq (-1 : ℤ) (Real.exp (-c) - Real.exp (-d)))) hC
  · unfold rotorZ
    linarith
  · rcases eq_or_ne j 1 with rfl | h1
    · norm_num
    rcases eq_or_ne j (-1) with rfl | h2
    · norm_num
    simp only [if_neg h1, if_neg h2, add_zero]
    exact Real.exp_le_exp.2 (by nlinarith [mul_le_mul_of_nonneg_right hcd (sq_nonneg (j : ℝ))])

/-- Poisson summation relates the rotor sum at `x > 0` to the one at `π²/x`. -/
theorem rotorZ_duality {x : ℝ} (hx : 0 < x) :
    rotorZ x = Real.sqrt (π / x) * rotorZ (π ^ 2 / x) := by
  have hpi := Real.pi_pos
  have h := Real.tsum_exp_neg_mul_int_sq (a := x / π) (by positivity)
  rw [show -π * (x / π) = -x by field_simp, show -π / (x / π) = -(π ^ 2 / x) by field_simp,
    ← Real.sqrt_eq_rpow, one_div, ← Real.sqrt_inv, inv_div] at h
  exact h

/-- For `x > 0` and `n ≥ 1`, `n` times the restricted partition function over the full one is
a ratio of two dual rotor sums. -/
theorem ratio_eq {x : ℝ} (hx : 0 < x) {n : ℕ} (hn : 0 < n) :
    n * symZ x n / rotorZ x = rotorZ (π ^ 2 / ((n : ℝ) ^ 2 * x)) / rotorZ (π ^ 2 / x) := by
  have hn' : (0 : ℝ) < n := by exact_mod_cast hn
  have hpi := Real.pi_pos
  have hS : symZ x n = rotorZ ((n : ℝ) ^ 2 * x) :=
    tsum_congr (fun m => by congr 1; ring)
  have hq : Real.sqrt (π / x) = n * Real.sqrt (π / ((n : ℝ) ^ 2 * x)) := by
    rw [show π / x = (n : ℝ) ^ 2 * (π / ((n : ℝ) ^ 2 * x)) by field_simp,
      Real.sqrt_mul (by positivity), Real.sqrt_sq hn'.le]
  have h0 : (n : ℝ) * Real.sqrt (π / ((n : ℝ) ^ 2 * x)) ≠ 0 := by positivity
  rw [hS, rotorZ_duality (by positivity : 0 < (n : ℝ) ^ 2 * x), rotorZ_duality hx, hq,
    ← mul_assoc, mul_div_mul_left _ _ h0]

/-- Emergence of the symmetry number: for `x > 0` and `n ≥ 1`, keeping only the levels that are
multiples of `n` divides the partition function by `n`, up to a relative excess between `0` and
`2r/(1-r)` with `r = exp (-π² / (n² x))`. -/
theorem symmetry_number {x : ℝ} (hx : 0 < x) {n : ℕ} (hn : 0 < n) :
    0 ≤ n * symZ x n / rotorZ x - 1 ∧
      n * symZ x n / rotorZ x - 1 ≤ 2 * smallness x n / (1 - smallness x n) := by
  have hn1 : (1 : ℝ) ≤ n := by exact_mod_cast hn
  have hpi := Real.pi_pos
  have hc : 0 < π ^ 2 / ((n : ℝ) ^ 2 * x) := by positivity
  have hcd : π ^ 2 / ((n : ℝ) ^ 2 * x) ≤ π ^ 2 / x :=
    div_le_div_of_nonneg_left (by positivity) hx
      (le_mul_of_one_le_left hx.le (one_le_pow₀ hn1))
  obtain ⟨-, hN1, hN2⟩ := rotorZ_bounds hc
  have hD := (rotorZ_bounds (hc.trans_le hcd)).2.1
  have hdrop := rotorZ_drop hc hcd
  have hexp := Real.exp_le_exp.2 (neg_le_neg hcd)
  rw [ratio_eq hx hn, smallness, neg_div]
  constructor
  · rw [sub_nonneg, one_le_div (by linarith)]
    linarith
  · have h := div_le_self (zero_le_one.trans hN1) hD
    linarith

/-- For `x > 0` and `n ≥ 1`, the relative excess of `n` times the restricted partition function
over the full one is at least `2 (r - r') (1-r)/(1+r)`, with `r = exp (-π² / (n² x))` and `r' = exp (-π² / x)`. -/
theorem excess_lower_bound {x : ℝ} (hx : 0 < x) {n : ℕ} (hn : 0 < n) :
    2 * (smallness x n - Real.exp (-π ^ 2 / x)) * (1 - smallness x n) / (1 + smallness x n) ≤
      n * symZ x n / rotorZ x - 1 := by
  have hn1 : (1 : ℝ) ≤ n := by exact_mod_cast hn
  have hpi := Real.pi_pos
  have hc : 0 < π ^ 2 / ((n : ℝ) ^ 2 * x) := by positivity
  have hcd : π ^ 2 / ((n : ℝ) ^ 2 * x) ≤ π ^ 2 / x :=
    div_le_div_of_nonneg_left (by positivity) hx
      (le_mul_of_one_le_left hx.le (one_le_pow₀ hn1))
  have hN := (rotorZ_bounds hc).2.2
  have hD := (rotorZ_bounds (hc.trans_le hcd)).2.1
  have hdrop := rotorZ_drop hc hcd
  have hexp := Real.exp_le_exp.2 (neg_le_neg hcd)
  have hr0 := Real.exp_pos (-(π ^ 2 / ((n : ℝ) ^ 2 * x)))
  have hr1 : Real.exp (-(π ^ 2 / ((n : ℝ) ^ 2 * x))) < 1 :=
    Real.exp_lt_one_iff.2 (by linarith)
  rw [ratio_eq hx hn, smallness, neg_div, neg_div]
  generalize Real.exp (-(π ^ 2 / ((n : ℝ) ^ 2 * x))) = r at *
  generalize Real.exp (-(π ^ 2 / x)) = s at *
  generalize rotorZ (π ^ 2 / ((n : ℝ) ^ 2 * x)) = N at *
  generalize rotorZ (π ^ 2 / x) = D at *
  -- the denominator D is itself at most (1+r)/(1-r)
  have e : 2 * r / (1 - r) * (1 - r) = 2 * r := div_mul_cancel₀ _ (by linarith)
  have h1 : D * (1 - r) ≤ 1 + r := by
    have h := mul_le_mul_of_nonneg_right (by linarith : D ≤ 1 + 2 * r / (1 - r))
      (by linarith : 0 ≤ 1 - r)
    rw [add_mul, e] at h
    linarith
  rw [div_sub_one (by linarith), div_le_div_iff₀ (by linarith) (by linarith)]
  have h2 := mul_le_mul_of_nonneg_left h1 (by linarith : 0 ≤ 2 * (r - s))
  have h3 := mul_le_mul_of_nonneg_right (by linarith : 2 * (r - s) ≤ N - D)
    (by linarith : 0 ≤ 1 + r)
  linarith

end

end PlanarRotorSymmetryNumber
```

```lean
#print axioms PlanarRotorSymmetryNumber.symmetry_number
#print axioms PlanarRotorSymmetryNumber.excess_lower_bound
```

```
'PlanarRotorSymmetryNumber.symmetry_number' depends on axioms: [propext, Classical.choice, Quot.sound]
'PlanarRotorSymmetryNumber.excess_lower_bound' depends on axioms: [propext, Classical.choice, Quot.sound]
```

## What the two theorems say about the rotor

`rotorZ x` is $Z(x)$ and `symZ x n` is $Z_n(x)$. Both are infinite sums over `ℤ`, with no cutoff in $m$ and no classical approximation. The parameter `x` is a real number that already contains the moment of inertia and the temperature, so no units appear. `smallness x n` is $r$. The order `n` is a natural number, and the hypotheses `hx : 0 < x` and `hn : 0 < n` express a positive temperature and a symmetry order of at least one.

`symmetry_number` states the two-sided estimate $0 \le nZ_n/Z - 1 \le 2r/(1-r)$ for all such `x` and `n`. There is no high-temperature hypothesis: the inequality is true for a cold rotor as well, where the upper bound is merely large. `excess_lower_bound` states the second estimate, with $r'$ written as `Real.exp (-π ^ 2 / x)`.

Lean assigns the value zero to a sum that does not converge. The first part of `rotorZ_bounds` proves convergence for every positive parameter, and so the theorems concern the actual partition functions.

The physics enters through the definitions. That symmetry keeps exactly the multiples of $n$ is built into `symZ`; it is not derived from the exchange of identical nuclei. It describes states unchanged by a rotation through $2\pi/n$. The other nuclear-spin species, with $m \equiv k \pmod n$ for $k \ne 0$, are not treated, and neither are a torsional barrier, coupling to overall rotation, or a rotor in three dimensions.

## From the geometric series to the final inequality

`hasSum_two_sided` sums $r^{|j|}$ over the integers. It splits them into $j \ge 0$ and $j = -(n+1)$ with $n \ge 0$, where `n` is only a summation index, and adds the two geometric series.

`rotorZ_bounds` contains the comparison of the Gaussian with this series. Its intermediate statement `hle` is $e^{-cj^2} \le r^{|j|}$, which gives convergence and the upper bound together. The lower bound 1 comes from keeping only the term at zero.

`rotorZ_drop` proves $Z(d) + 2(e^{-c}-e^{-d}) \le Z(c)$ for $0 < c \le d$. It adds the difference $e^{-c}-e^{-d}$ to the terms $j=1$ and $j=-1$ of the smaller sum and then compares term by term. At those two places the sides are equal, and elsewhere the inequality follows from $c \le d$. This one lemma supplies both the sign of the excess and its lower bound.

`rotorZ_duality` takes Poisson summation for Gaussians from Mathlib, as `Real.tsum_exp_neg_mul_int_sq`. Mathlib writes the exponent as $-\pi a m^2$, so the lemma is applied with $a = x/\pi$ and the constants are rearranged.

`ratio_eq` is the second step of the derivation. In it, `hS` is the identity $Z_n(x) = Z(n^2x)$ and `hq` is $\sqrt{\pi/x} = n\sqrt{\pi/(n^2x)}$. After both sums have been dualised, the common prefactor cancels.

In `symmetry_number`, the lower inequality follows from `hdrop` together with $e^{-d} \le e^{-c}$. The upper one uses `div_le_self`, which says that dividing by a number of at least 1 does not increase a nonnegative quantity, and then the bound on $Z(c)$.

`excess_lower_bound` abbreviates the two dual sums as `N` and `D` and the exponentials as `r` and `s`, where `s` is $r'$. Clearing denominators leaves the chain

$$2(r-s)(1-r)D \le 2(r-s)(1+r) \le (N-D)(1+r),$$

whose two links are `h2` and `h3`.

## The scale is $n^2x$, not $x$

It would be a mistake to read the error off the full partition function. Its quantum corrections are governed by $e^{-\pi^2/x}$, but the restricted levels are spaced more widely, and theirs are governed by $e^{-\pi^2/(n^2x)}$.

Take $x = 0.1$ and $n = 6$. The wrong exponent suggests a relative error of about $3\times10^{-43}$. With the correct one, $r \approx 0.064$, and the two theorems place the excess between 11% and 14%. The full sum $Z$ can thus be classical to high accuracy while $Z/n$ is still a visibly wrong value for the restricted sum $Z_n$.

## The symmetry number in a thermochemistry code

A program that treats a torsion as a free rotor typically evaluates the classical expression

$$q = \frac{1}{n}\sqrt{\frac{\pi}{x}} = \frac{\sqrt{8\pi^3 I k_BT}}{n\,h}.$$

This replaces $Z$ by its classical prefactor as well as dividing by $n$. The same bound applies to the combined step, because duality gives $Z_n/q = Z(c)$, which lies between $1$ and $1 + 2r/(1-r)$.

For a threefold rotor with $x = 0.025$, $r$ is below $10^{-19}$, less than double-precision rounding. At $x = 1$ the same rotor has $r \approx 0.33$, and the levels should be summed directly, which then takes only a few terms.

In the free energy, the division appears as the added term $k_BT\ln n$. Since $0 \le \ln t \le t-1$ for $t \ge 1$, the error of that term in units of $k_BT$ is also at most $2r/(1-r)$ for this free, one-dimensional rotor. Entropy and heat capacity involve temperature derivatives of $\ln Z_n$, and their errors would need estimates of their own.
